# No N-point rule guarantees better than first-order accuracy for all Lipschitz integrands on a one-dimensional Brillouin zone

In a k-point convergence test, the number of sampling points is increased and the results are compared. If the remaining error is estimated by extrapolation, the estimate depends on the assumed rate of convergence. If the integrand is known only to be periodic with a bounded slope, no guaranteed error bound for $N$ points can be $o(1/N)$, wherever the points are placed and however the sampled values are combined.

Such integrands occur in electronic-structure calculations: for non-interacting electrons in a one-dimensional band $E(x)$ with bounded slope, where $x$ is the reduced wavevector, the grand potential per unit cell and spin at zero temperature and fixed chemical potential $\mu$ is the integral of $\min(E(x)-\mu,0)$ over the zone. This integrand has bounded slope but can have kinks at the Fermi points.

## An integrand that every node misses

Let $x$ be the wavevector in units of the primitive reciprocal lattice vector, so that the zone has length one. Take $N\ge 1$ nodes $k_0,\dots,k_{N-1}$ and define

$$g(x)=\min_{j,\,n\in\mathbb Z}|x-(k_j+n)| .$$

Replacing $x$ by $x+1$ only relabels $n$, so $g$ has period one. The triangle inequality gives $g(x)\le |x-y|+g(y)$, and exchanging $x$ and $y$ gives $|g(x)-g(y)|\le|x-y|$. Taking $n=0$ shows that $g(k_j)=0$. The claim is that nevertheless

$$\int_0^1 g(x)\,dx\ \ge\ \frac1{4N}.$$

For a point $a$, let $d_a(x)$ be the distance from $x$ to the nearest translate of $a$. For $0\le h\le\frac12$, define the periodic hat $\Lambda_a(x)=\max(h-d_a(x),0)$. If $|x-a|\le\frac12$ and $n\neq0$, then $|x-a-n|\ge 1-\frac12\ge|x-a|$, so $d_a(x)=|x-a|$. By periodicity,

$$\int_0^1\Lambda_a\,dx=\int_{a-h}^{a}(x-a+h)\,dx+\int_a^{a+h}(a+h-x)\,dx=\frac{h^2}2+\frac{h^2}2=h^2 .$$

For every $j$ and $n$,

$$\sum_i\Lambda_{k_i}(x)\ \ge\ \Lambda_{k_j}(x)\ \ge\ h-d_{k_j}(x)\ \ge\ h-|x-(k_j+n)| .$$

Rearranging and minimising over $j$ and $n$ gives $g\ge h-\sum_i\Lambda_{k_i}$. Integration yields $\int_0^1 g\,dx\ge h-Nh^2$. The choice $h=1/(2N)$, which is at most $\frac12$, makes the right side $1/(4N)$.

For $N$ equally spaced nodes, $g$ is a triangular wave between $0$ and $1/(2N)$. Its integral is exactly $1/(4N)$, so the bound is attained for every $N$.

## From one integrand to every sampling rule

Let a rule $A$ turn the $N$ sampled values into an estimate of the integral. For $L\ge0$, the integrands $Lg$ and $-Lg$ both give only zeros at the nodes, so the rule returns the same number $q$ for both. Write $I=\int_0^1 g\,dx$. If $q\le0$, the error for $Lg$ is $LI-q\ge LI$. If $q\ge0$, the error for $-Lg$ is $q+LI\ge LI$. In either case some integrand has error at least $L/(4N)$.

Now let $\varepsilon_N$ bound the error for all periodic integrands with Lipschitz constant one. Then $N\varepsilon_N\ge\frac14$ for every $N\ge1$, so $N\varepsilon_N$ cannot tend to zero.

The difficult integrand depends on the nodes and changes with $N$. A fixed integrand can converge faster. For a smooth band with finitely many Fermi points, the integrand $\min(E(x)-\mu,0)$ consists of finitely many smooth pieces joined continuously, and on a uniform mesh with equal weights its error is $O(1/N^2)$. For a smooth periodic integrand, the error on such a mesh falls faster than any power of $1/N$. The first-order bound is thus a limit on what can be guaranteed for the whole class, not a prediction for a given band.

## Nodes, images and hats in Lean

```lean
import Mathlib

open Filter Topology MeasureTheory

namespace BrillouinSamplingBarrier

noncomputable section
```

The nodes are a function `k : Fin N → ℝ`. They may lie anywhere on the line and may coincide. Their periodic images form a set.

```lean
/-- The sampling points together with all their integer translates. -/
def nodeImages {N : ℕ} (k : Fin N → ℝ) : Set ℝ :=
  {y | ∃ j : Fin N, ∃ n : ℤ, y = k j + n}
```

The function $g$ is `nodeDist k`, defined through Mathlib's distance from a point to a set.

```lean
/-- The distance from `x` to the nearest integer translate of a sampling point,
for at least one sampling point. -/
def nodeDist {N : ℕ} (k : Fin N → ℝ) (x : ℝ) : ℝ :=
  Metric.infDist x (nodeImages k)
```

The hat $\Lambda_a$ is `hat a h`, which uses the same distance with a single node at `a`. Here `h` is a height, not Planck's constant.

```lean
/-- For `0 ≤ h ≤ 1/2`, a periodic hat function: height `h` at `a` and its integer translates,
falling with slope one to zero. -/
def hat (a h x : ℝ) : ℝ :=
  max (h - nodeDist (fun _ : Fin 1 => a) x) 0
```

The zone could also have been modelled as the circle `AddCircle (1 : ℝ)`. Periodicity would then belong to the type and need no separate hypothesis, but the interval computation of the hat integral used below would need to be transferred to the circle.

## Distance bounds, periodicity and slope

Two lemmas replace the minimum in the derivation. The first bounds $g$ above by the distance to any chosen image.

```lean
/-- The distance to the nearest node image is at most the distance to any given one. -/
theorem nodeDist_le {N : ℕ} (k : Fin N → ℝ) (x : ℝ) (j : Fin N) (n : ℤ) :
    nodeDist k x ≤ |x - (k j + n)| :=
  Metric.infDist_le_dist_of_mem ⟨j, n, rfl⟩
```

The second says that a number below all these distances is also below $g$. It needs a node, so that the set of images is nonempty.

```lean
/-- With at least one node, a lower bound on the distances to all node images is a lower
bound on the distance to the nearest one. -/
theorem le_nodeDist {N : ℕ} (hN : 0 < N) (k : Fin N → ℝ) {x c : ℝ}
    (hc : ∀ (j : Fin N) (n : ℤ), c ≤ |x - (k j + n)|) : c ≤ nodeDist k x := by
  have hne : (nodeImages k).Nonempty := ⟨k ⟨0, hN⟩, ⟨0, hN⟩, 0, by simp⟩
  refine (Metric.le_infDist hne).2 ?_
  rintro y ⟨j, n, rfl⟩
  rw [Real.dist_eq]
  exact hc j n
```

For $N\ge1$, periodicity follows from two inequalities, in which the integer label is shifted by $+1$ or $-1$. For $N=0$ the set of images is empty and Mathlib's distance to it is zero everywhere, so this case is treated separately.

```lean
/-- The distance to the nearest node image has period one. -/
theorem nodeDist_periodic {N : ℕ} (k : Fin N → ℝ) : Function.Periodic (nodeDist k) 1 := by
  intro x
  rcases N.eq_zero_or_pos with h0 | hN
  · subst h0
    simp [nodeDist, nodeImages]
  · apply le_antisymm
    · refine le_nodeDist hN k fun j n => ?_
      have h := nodeDist_le k (x + 1) j (n + 1)
      have e : x + 1 - (k j + ((n + 1 : ℤ) : ℝ)) = x - (k j + n) := by push_cast; ring
      rwa [e] at h
    · refine le_nodeDist hN k fun j n => ?_
      have h := nodeDist_le k x j (n - 1)
      have e : x - (k j + ((n - 1 : ℤ) : ℝ)) = x + 1 - (k j + n) := by push_cast; ring
      rwa [e] at h
```

The slope bound comes from Mathlib's Lipschitz theorem for the distance to a set, and the zeros come from the fact that each node is one of its own images.

```lean
/-- The distance to the nearest node image is Lipschitz with constant one. -/
theorem nodeDist_lipschitz {N : ℕ} (k : Fin N → ℝ) (x y : ℝ) :
    |nodeDist k x - nodeDist k y| ≤ |x - y| := by
  have h := (Metric.lipschitz_infDist_pt (nodeImages k)).dist_le_mul x y
  simpa [Real.dist_eq, nodeDist] using h

/-- The distance to the nearest node image vanishes at every sampling point. -/
theorem nodeDist_node {N : ℕ} (k : Fin N → ℝ) (j : Fin N) : nodeDist k (k j) = 0 :=
  Metric.infDist_zero_of_mem ⟨j, 0, by simp⟩
```

## The area under a periodic hat

Only the upper bound $h^2$ is needed. In the proof, `far` shows that, for a point within half a period of `a`, the nearest translate of `a` is `a` itself, and `up` turns this into upper bounds on the hat. The period is moved to $[a-\frac12,a+\frac12]$ and cut at $a-h$, $a$ and $a+h$. The estimates `b1` and `b4` bound the outer pieces by zero, while `b2` and `b3` bound the inner pieces by the two triangles. The final `nlinarith` adds the four estimates.

```lean
/-- A periodic hat of height `h`, with `0 ≤ h ≤ 1/2`, has integral at most `h ^ 2` over
one period. -/
theorem integral_hat_le (a h : ℝ) (h0 : 0 ≤ h) (h1 : h ≤ 1 / 2) :
    ∫ x in (0 : ℝ)..1, hat a h x ≤ h ^ 2 := by
  have hc : Continuous (hat a h) :=
    (continuous_const.sub (Metric.continuous_infDist_pt _)).max continuous_const
  have i : ∀ u v, IntervalIntegrable (hat a h) volume u v := fun u v => hc.intervalIntegrable u v
  -- within half a period of `a`, the nearest translate of `a` is `a` itself
  have far : ∀ x, |x - a| ≤ 1 / 2 → |x - a| ≤ nodeDist (fun _ : Fin 1 => a) x := by
    intro x hx
    refine le_nodeDist one_pos _ fun _ n => ?_
    show |x - a| ≤ |x - (a + n)|
    rcases eq_or_ne n 0 with rfl | hn
    · simp
    · have hn1 : (1 : ℝ) ≤ |(n : ℝ)| := by exact_mod_cast Int.one_le_abs hn
      have ht := abs_sub_abs_le_abs_sub (n : ℝ) (x - a)
      have e : x - (a + n) = x - a - n := by ring
      rw [e, abs_sub_comm (x - a) (n : ℝ)]
      linarith
  have up : ∀ x c, |x - a| ≤ 1 / 2 → h - |x - a| ≤ c → 0 ≤ c → hat a h x ≤ c :=
    fun x c hx h2 h3 => max_le (by linarith [far x hx]) h3
  -- move the period so that it is centred at `a`, and cut it into four pieces
  have hp : Function.Periodic (hat a h) 1 := by
    intro x
    unfold hat
    rw [nodeDist_periodic _ x]
  have e := hp.intervalIntegral_add_eq 0 (a - 1 / 2)
  rw [zero_add, show a - 1 / 2 + 1 = a + 1 / 2 by ring] at e
  have s1 := intervalIntegral.integral_add_adjacent_intervals (i (a - 1 / 2) (a - h)) (i (a - h) a)
  have s2 := intervalIntegral.integral_add_adjacent_intervals (i (a - 1 / 2) a) (i a (a + h))
  have s3 := intervalIntegral.integral_add_adjacent_intervals
    (i (a - 1 / 2) (a + h)) (i (a + h) (a + 1 / 2))
  have cid : Continuous fun x : ℝ => x := by fun_prop
  have cc : ∀ c : ℝ, Continuous fun _ : ℝ => c := fun c => continuous_const
  have b1 : ∫ x in (a - 1 / 2)..(a - h), hat a h x ≤ ∫ x in (a - 1 / 2)..(a - h), (0 : ℝ) :=
    intervalIntegral.integral_mono_on (by linarith) (i _ _) ((cc 0).intervalIntegrable _ _)
      fun x hx => up x 0 (abs_le.2 ⟨by linarith [hx.1], by linarith [hx.2]⟩)
        (by linarith [neg_abs_le (x - a), hx.2]) le_rfl
  have b2 : ∫ x in (a - h)..a, hat a h x ≤ ∫ x in (a - h)..a, (x - (a - h)) :=
    intervalIntegral.integral_mono_on (by linarith) (i _ _)
      ((cid.sub (cc (a - h))).intervalIntegrable _ _)
      fun x hx => up x _ (abs_le.2 ⟨by linarith [hx.1], by linarith [hx.2]⟩)
        (by linarith [neg_abs_le (x - a)]) (by linarith [hx.1])
  have b3 : ∫ x in a..(a + h), hat a h x ≤ ∫ x in a..(a + h), ((a + h) - x) :=
    intervalIntegral.integral_mono_on (by linarith) (i _ _)
      (((cc (a + h)).sub cid).intervalIntegrable _ _)
      fun x hx => up x _ (abs_le.2 ⟨by linarith [hx.1], by linarith [hx.2]⟩)
        (by linarith [le_abs_self (x - a)]) (by linarith [hx.2])
  have b4 : ∫ x in (a + h)..(a + 1 / 2), hat a h x ≤ ∫ x in (a + h)..(a + 1 / 2), (0 : ℝ) :=
    intervalIntegral.integral_mono_on (by linarith) (i _ _) ((cc 0).intervalIntegrable _ _)
      fun x hx => up x 0 (abs_le.2 ⟨by linarith [hx.1], by linarith [hx.2]⟩)
        (by linarith [le_abs_self (x - a), hx.1]) le_rfl
  rw [intervalIntegral.integral_zero] at b1 b4
  rw [intervalIntegral.integral_sub (cid.intervalIntegrable _ _)
    ((cc (a - h)).intervalIntegrable _ _), integral_id, intervalIntegral.integral_const,
    smul_eq_mul] at b2
  rw [intervalIntegral.integral_sub ((cc (a + h)).intervalIntegrable _ _)
    (cid.intervalIntegrable _ _), integral_id, intervalIntegral.integral_const,
    smul_eq_mul] at b3
  nlinarith
```

## The lower bound for arbitrary nodes

The inequality is stated as $1\le 4N\int_0^1 g\,dx$, without division. It would fail for $N=0$, where the right side is zero.

The proof introduces `h` through $Nh=\frac12$. The step `pt` is the pointwise bound $g\ge h-\sum_i\Lambda_{k_i}$, `m` integrates it, and `b` bounds the total hat area by $Nh^2$. The closing calculation inserts the chosen height.

```lean
/-- For any `N ≥ 1` sampling points, the distance to the nearest node image has integral at
least `1 / (4 N)` over one period. -/
theorem one_le_integral_nodeDist {N : ℕ} (hN : 0 < N) (k : Fin N → ℝ) :
    1 ≤ 4 * (N : ℝ) * ∫ x in (0 : ℝ)..1, nodeDist k x := by
  have hN1 : (1 : ℝ) ≤ N := by exact_mod_cast hN
  have hN0 : (0 : ℝ) < N := by linarith
  obtain ⟨h, h0, nh⟩ : ∃ h : ℝ, 0 ≤ h ∧ (N : ℝ) * h = 1 / 2 :=
    ⟨1 / (2 * N), by positivity, by field_simp⟩
  have h1 : h ≤ 1 / 2 := by nlinarith
  have hc : ∀ j, Continuous (hat (k j) h) := fun j =>
    (continuous_const.sub (Metric.continuous_infDist_pt _)).max continuous_const
  have hs : Continuous fun x => ∑ j, hat (k j) h x := continuous_finsetSum _ fun j _ => hc j
  have hg : Continuous (nodeDist k) := Metric.continuous_infDist_pt _
  have hh : Continuous fun _ : ℝ => h := continuous_const
  -- the hat of the nearest node alone already gives the pointwise bound
  have pt : ∀ x, h - ∑ j, hat (k j) h x ≤ nodeDist k x := by
    intro x
    refine le_nodeDist hN k fun j n => ?_
    have s : hat (k j) h x ≤ ∑ j, hat (k j) h x :=
      Finset.single_le_sum (f := fun j => hat (k j) h x)
        (fun _ _ => le_max_right _ _) (Finset.mem_univ j)
    have t : h - nodeDist (fun _ : Fin 1 => k j) x ≤ hat (k j) h x := le_max_left _ _
    have u : nodeDist (fun _ : Fin 1 => k j) x ≤ |x - (k j + n)| :=
      nodeDist_le (fun _ : Fin 1 => k j) x 0 n
    linarith
  have m : ∫ x in (0 : ℝ)..1, (h - ∑ j, hat (k j) h x) ≤ ∫ x in (0 : ℝ)..1, nodeDist k x :=
    intervalIntegral.integral_mono_on zero_le_one ((hh.sub hs).intervalIntegrable _ _)
      (hg.intervalIntegrable _ _) fun x _ => pt x
  rw [intervalIntegral.integral_sub (hh.intervalIntegrable _ _) (hs.intervalIntegrable _ _),
    intervalIntegral.integral_finsetSum (fun j _ => (hc j).intervalIntegrable _ _),
    intervalIntegral.integral_const, smul_eq_mul] at m
  have b : ∑ j, ∫ x in (0 : ℝ)..1, hat (k j) h x ≤ N * h ^ 2 := by
    calc ∑ j, ∫ x in (0 : ℝ)..1, hat (k j) h x ≤ ∑ _j : Fin N, h ^ 2 :=
          Finset.sum_le_sum fun j _ => integral_hat_le (k j) h h0 h1
      _ = N * h ^ 2 := by simp
  -- the choice `h = 1 / (2 N)` makes the bound equal to `1 / (4 N)`
  calc (1 : ℝ) = 4 * N * (h - N * h ^ 2) := by
        linear_combination (4 * (N * h - 1 / 2)) * nh
    _ ≤ 4 * N * ∫ x in (0 : ℝ)..1, nodeDist k x :=
        mul_le_mul_of_nonneg_left (by linarith) (by positivity)
```

## The error of an arbitrary rule

The rule `A` is any function from the $N$ sampled values to a real number. Weighted sums are included, and so are nonlinear rules. The nodes are fixed before the integrand is chosen, so the statement leaves out adaptive sampling. The constant `L` bounds the slope with respect to the reduced wavevector $x$.

Within the proof, `key` takes a factor `c` with $|c|=L$ and checks that $cg$ has all the required properties, provided that the rule misses its integral by at least $LI$. The final case distinction on the sign of $q$ selects `L` or `-L`.

```lean
/-- For any `N ≥ 1` sampling points, any rule `A` that uses only the sampled values and any
`L ≥ 0`, some 1-periodic integrand with Lipschitz constant `L` has an integration error of at
least `L / (4 N)`. -/
theorem exists_error_ge {N : ℕ} (hN : 0 < N) (k : Fin N → ℝ) (A : (Fin N → ℝ) → ℝ)
    {L : ℝ} (hL : 0 ≤ L) :
    ∃ f : ℝ → ℝ, Function.Periodic f 1 ∧ (∀ x y, |f x - f y| ≤ L * |x - y|) ∧
      L ≤ 4 * (N : ℝ) * |A (fun j => f (k j)) - ∫ x in (0 : ℝ)..1, f x| := by
  have hI := one_le_integral_nodeDist hN k
  -- a multiple of the distance function is invisible to the rule
  have key : ∀ c : ℝ, |c| = L →
      L * (∫ x in (0 : ℝ)..1, nodeDist k x) ≤
        |A (fun _ => 0) - c * ∫ x in (0 : ℝ)..1, nodeDist k x| →
      ∃ f : ℝ → ℝ, Function.Periodic f 1 ∧ (∀ x y, |f x - f y| ≤ L * |x - y|) ∧
        L ≤ 4 * (N : ℝ) * |A (fun j => f (k j)) - ∫ x in (0 : ℝ)..1, f x| := by
    intro c hc hb
    refine ⟨fun x => c * nodeDist k x, fun x => ?_, fun x y => ?_, ?_⟩
    · show c * nodeDist k (x + 1) = c * nodeDist k x
      rw [nodeDist_periodic k x]
    · show |c * nodeDist k x - c * nodeDist k y| ≤ L * |x - y|
      rw [← mul_sub, abs_mul, hc]
      exact mul_le_mul_of_nonneg_left (nodeDist_lipschitz k x y) hL
    · simp only [nodeDist_node, mul_zero, intervalIntegral.integral_const_mul]
      have h1 := mul_le_mul_of_nonneg_left hI hL
      have h2 := mul_le_mul_of_nonneg_left hb (by positivity : (0 : ℝ) ≤ 4 * N)
      linarith
  -- choose the sign for which the rule's answer lies on the wrong side
  rcases le_total (A fun _ => 0) 0 with hz | hz
  · refine key L (abs_of_nonneg hL) ?_
    linarith [neg_abs_le (A (fun _ => 0) - L * ∫ x in (0 : ℝ)..1, nodeDist k x)]
  · refine key (-L) (by rw [abs_neg, abs_of_nonneg hL]) ?_
    linarith [le_abs_self (A (fun _ => 0) - -L * ∫ x in (0 : ℝ)..1, nodeDist k x)]
```

The theorem supplies a mathematical integrand. The step from there to a material, namely that some Hamiltonian produces this integrand, is not part of the hypotheses or the conclusion.

## The excluded rate

In the last theorem the nodes and the rule may be chosen afresh for each $N$. The symbol `ε N` is an error bound, not a band energy, and `hε` says that it holds for every 1-periodic integrand with Lipschitz constant one. The conclusion is that `N * ε N` does not tend to zero.

If it did, some $N\ge1$ would satisfy $N\varepsilon_N<\frac14$. The preceding theorem with $L=1$ provides an integrand that contradicts this.

```lean
/-- If `ε N` bounds the error of an `N`-point rule for all 1-periodic integrands with Lipschitz
constant one, for every `N ≥ 1`, then `N * ε N` does not tend to zero, however the nodes and
rules are chosen. -/
theorem no_faster_than_first_order (k : ∀ N : ℕ, Fin N → ℝ) (A : ∀ N : ℕ, (Fin N → ℝ) → ℝ)
    (ε : ℕ → ℝ)
    (hε : ∀ N, 0 < N → ∀ f : ℝ → ℝ, Function.Periodic f 1 → (∀ x y, |f x - f y| ≤ |x - y|) →
      |A N (fun j => f (k N j)) - ∫ x in (0 : ℝ)..1, f x| ≤ ε N) :
    ¬ Tendsto (fun N : ℕ => (N : ℝ) * ε N) atTop (𝓝 0) := by
  intro ht
  have ev := ht.eventually_lt_const (by norm_num : (0 : ℝ) < 1 / 4)
  obtain ⟨N, h1, hN⟩ := (ev.and (eventually_gt_atTop 0)).exists
  obtain ⟨f, hp, hl, he⟩ := exists_error_ge hN (k N) (A N) zero_le_one
  have hb := hε N hN f hp fun x y => by simpa using hl x y
  have h2 := mul_le_mul_of_nonneg_left hb (Nat.cast_nonneg N : (0 : ℝ) ≤ N)
  linarith

end

end BrillouinSamplingBarrier
```

```lean
#print axioms BrillouinSamplingBarrier.no_faster_than_first_order
```

```
'BrillouinSamplingBarrier.no_faster_than_first_order' depends on axioms: [propext, Classical.choice, Quot.sound]
```
